# Radial overlap of atomic spheres on the fcc, bcc and simple cubic lattices

A wrong atomic-sphere radius need not raise an exception. If a setup routine for an fcc or bcc crystal takes the volume of the conventional cube for the volume per atom, it still returns a positive radius and a finite overlap, but the spheres do not match the crystal. If it takes the cube edge for the nearest-neighbour distance, the radius fixed by the volume is unaffected, but the reported overlap is wrong. (For simple cubic both choices are the correct ones.) The overlap printed at setup is a cheap place to catch this, provided the correct value is known independently of the code and does not move when the lattice constant is changed. For the three monatomic cubic lattices the value is enclosed below in intervals of width $0.001$, for every lattice constant.

## The bound

Let $V$ be the volume per atom and $d$ the nearest-neighbour distance. The atomic-sphere radius $s$ is fixed by giving the sphere the volume $V$, and the radial overlap $\omega$ is the amount by which two radii exceed $d$, in units of $d$:

$$\frac{4\pi s^3}{3} = V, \qquad \omega = \frac{2s}{d} - 1 .$$

Eliminating $s$ gives, for $d \neq 0$,

$$\pi d^3 (1+\omega)^3 = 6V .$$

For a cubic lattice constant $a > 0$ write $V = v a^3$ and $d = \delta a$ with pure numbers $v$ and $\delta$.

| lattice | $v$ | $\delta$ | $\delta^3$ | $\omega$ lies in |
|---|---|---|---|---|
| fcc | $1/4$ | $1/\sqrt2$ | $\sqrt2/4$ | $(0.105,\ 0.106)$ |
| bcc | $1/2$ | $\sqrt3/2$ | $3\sqrt3/8$ | $(0.137,\ 0.138)$ |
| simple cubic (sc) | $1$ | $1$ | $1$ | $(0.240,\ 0.241)$ |

The intervals are disjoint and positive, so $0 < \omega_{\rm fcc} < \omega_{\rm bcc} < \omega_{\rm sc}$, also when the three lattices have different lattice constants.

## Where a code relies on it

The atomic-sphere approximation in KKR-ASA and muffin-tin-orbital schemes replaces the atomic cell by a sphere of equal volume, and for a monatomic cubic lattice with identical spheres the intervals say how far neighbouring spheres interpenetrate. The same number fixes $d/s = 2/(1+\omega)$, the nearest-neighbour distance in units of the sphere radius, which is the usual length unit of canonical structure constants. A routine that reports the overlap or compares it with a warning threshold can be checked against the table, and a volume scan should leave the reported value unchanged.

## Derivation

The volume condition reads $s^3 = 3V/(4\pi)$. For $V > 0$ the right side is positive and has the positive cube root $s = (3V/4\pi)^{1/3}$. Cubing is strictly increasing on the whole real line, so no other real number solves the equation.

From the definition of $\omega$, $d(1+\omega) = 2s$. Cubing and multiplying by $\pi$,

$$\pi d^3 (1+\omega)^3 = 8\pi s^3 = 6\cdot\frac{4\pi s^3}{3} = 6V .$$

Take $d > 0$ and any real trial value $x$. Since cubing is strictly increasing and $\pi d^3 > 0$,

$$x < \omega \iff (1+x)^3 < (1+\omega)^3 \iff \pi d^3 (1+x)^3 < 6V ,$$

and in the same way $\omega < x \iff 6V < \pi d^3(1+x)^3$. No cube root has to be evaluated. Inserting $d = \delta a$ and $V = v a^3$ puts the positive factor $a^3$ on both sides, and it cancels: for real $x$ and $y$,

$$x < \omega < y \iff \pi\delta^3(1+x)^3 < 6v < \pi\delta^3(1+y)^3 .$$

What remains is arithmetic with $3.1415 < \pi < 3.1416$, $1.4142 < \sqrt2 < 1.4143$ and $1.732 < \sqrt3 < 1.7321$. The left inequality needs the upper bounds on the constants and the right one needs the lower bounds.

For fcc, multiplying by $4$ gives $\pi\sqrt2\,(1+x)^3 < 6 < \pi\sqrt2\,(1+y)^3$. Here $3.1416 \cdot 1.4143 \cdot 1.105^3 \approx 5.9949 < 6$ and $3.1415 \cdot 1.4142 \cdot 1.106^3 \approx 6.0105 > 6$.

For bcc, multiplying by $8/3$ gives $\pi\sqrt3\,(1+x)^3 < 8 < \pi\sqrt3\,(1+y)^3$. Here $3.1416 \cdot 1.7321 \cdot 1.137^3 \approx 7.9984 < 8$ and $3.1415 \cdot 1.732 \cdot 1.138^3 \approx 8.0188 > 8$.

For sc the condition is $\pi(1+x)^3 < 6 < \pi(1+y)^3$, with $3.1416 \cdot 1.240^3 \approx 5.9898 < 6$ and $3.1415 \cdot 1.241^3 \approx 6.0042 > 6$.

As a direct instance take bcc with $a = 2$. Then $V = 4$, $s^3 = 3/\pi \approx 0.95493$, $s \approx 0.98475$, $d = \sqrt3 \approx 1.73205$, and $\omega \approx 1.13709 - 1 = 0.13709$, close to the lower end of its interval. Using the cube volume $a^3 = 8$ in place of $V = 4$ multiplies $s$ by $2^{1/3}$ and gives $\omega \approx 0.433$. Using the edge $a = 2$ in place of $d$ gives $\omega \approx -0.015$, which is the value for second neighbours.

The limiting case is $\omega = 0$, where the spheres just touch and the identity becomes $\pi d^3/6 = V$. With $f = \pi d^3/(6V)$, the fraction of the volume per atom filled by a sphere of diameter $d$, the identity reads $(1+\omega)^3 = 1/f$, and the comparison at $x = 0$ says that $\omega > 0$ exactly when $f < 1$. The three lattices have $f = \pi\sqrt2/6$, $\pi\sqrt3/8$ and $\pi/6$.

## The Lean file

```lean
import Mathlib

open Real Set

namespace AtomicSphereOverlap

noncomputable section

/-- Volume of a sphere of radius `s`. -/
def sphereVolume (s : ℝ) : ℝ := 4 * π * s ^ 3 / 3

/-- Radial overlap `2s/d - 1` of two spheres of radius `s` whose centres are `d` apart. -/
def overlap (s d : ℝ) : ℝ := 2 * s / d - 1

/-- For a positive volume per atom `V` there is a positive radius whose sphere has volume `V`,
and it is the only real solution. -/
theorem exists_atomic_sphere_radius {V : ℝ} (hV : 0 < V) :
    ∃ s, 0 < s ∧ sphereVolume s = V ∧ ∀ t, sphereVolume t = V → t = s := by
  have hπ := pi_pos
  have hc : 0 < 3 * V / (4 * π) := by positivity
  have mono : StrictMono fun y : ℝ => y ^ 3 := Odd.strictMono_pow ⟨1, by norm_num⟩
  -- the radius is the cube root of 3V/(4π)
  obtain ⟨s, hs0, hs⟩ : ∃ s : ℝ, 0 < s ∧ s ^ 3 = 3 * V / (4 * π) :=
    ⟨(3 * V / (4 * π)) ^ (((3 : ℕ) : ℝ)⁻¹), Real.rpow_pos_of_pos hc _,
      Real.rpow_inv_natCast_pow hc.le (by norm_num)⟩
  have hv : sphereVolume s = V := by
    unfold sphereVolume
    rw [hs]
    field_simp
  refine ⟨s, hs0, hv, fun t ht => ?_⟩
  unfold sphereVolume at hv ht
  have hne : 4 * π / 3 ≠ 0 := by positivity
  have h3 : t ^ 3 = s ^ 3 := by
    apply mul_left_cancel₀ hne
    linear_combination ht - hv
  exact mono.injective h3

/-- For spheres of volume `V` at distance `d ≠ 0`, the overlap `ω` obeys `π d³ (1 + ω)³ = 6 V`. -/
theorem overlap_cube {s d V : ℝ} (hd : d ≠ 0) (h : sphereVolume s = V) :
    π * d ^ 3 * (1 + overlap s d) ^ 3 = 6 * V := by
  have hx : d * (1 + overlap s d) = 2 * s := by
    unfold overlap
    field_simp
    ring
  calc π * d ^ 3 * (1 + overlap s d) ^ 3 = π * (d * (1 + overlap s d)) ^ 3 := by ring
    _ = 6 * V := by
      rw [hx, ← h]
      unfold sphereVolume
      ring

/-- The overlap of spheres of volume `V` at distance `d > 0` exceeds `x` exactly when
`π d³ (1 + x)³ < 6 V`, and is below `x` exactly when the opposite strict inequality holds. -/
theorem overlap_compare {s d V : ℝ} (hd : 0 < d) (h : sphereVolume s = V) (x : ℝ) :
    (x < overlap s d ↔ π * d ^ 3 * (1 + x) ^ 3 < 6 * V) ∧
    (overlap s d < x ↔ 6 * V < π * d ^ 3 * (1 + x) ^ 3) := by
  have hπ := pi_pos
  have hp : 0 < π * d ^ 3 := by positivity
  have mono : StrictMono fun y : ℝ => y ^ 3 := Odd.strictMono_pow ⟨1, by norm_num⟩
  -- cubing preserves and reflects the strict order
  have key : ∀ p q : ℝ, p < q ↔ π * d ^ 3 * (1 + p) ^ 3 < π * d ^ 3 * (1 + q) ^ 3 := by
    intro p q
    constructor
    · intro hpq
      have h1 : (1 + p) ^ 3 < (1 + q) ^ 3 := mono (by linarith : 1 + p < 1 + q)
      exact mul_lt_mul_of_pos_left h1 hp
    · intro hpq
      have h1 : (1 + p) ^ 3 < (1 + q) ^ 3 := lt_of_mul_lt_mul_left hpq hp.le
      have h2 : 1 + p < 1 + q := (mono.lt_iff_lt (a := 1 + p) (b := 1 + q)).mp h1
      linarith
  rw [← overlap_cube hd.ne' h]
  exact ⟨key _ _, key _ _⟩

/-- For `a > 0` and `δ > 0`, sphere volume `v a³` and distance `δ a`, the overlap lies in
`(x, y)` exactly when `π δ³ (1 + x)³ < 6 v < π δ³ (1 + y)³`, a condition free of `a`. -/
theorem overlap_mem_iff {s a δ v : ℝ} (ha : 0 < a) (hδ : 0 < δ)
    (h : sphereVolume s = v * a ^ 3) (x y : ℝ) :
    overlap s (δ * a) ∈ Ioo x y ↔
      π * δ ^ 3 * (1 + x) ^ 3 < 6 * v ∧ 6 * v < π * δ ^ 3 * (1 + y) ^ 3 := by
  have ha3 : 0 < a ^ 3 := by positivity
  have hd : 0 < δ * a := by positivity
  have key : ∀ p q : ℝ, p * a ^ 3 < q * a ^ 3 ↔ p < q := fun p q =>
    ⟨fun hpq => lt_of_mul_lt_mul_right hpq ha3.le,
      fun hpq => mul_lt_mul_of_pos_right hpq ha3⟩
  rw [mem_Ioo, (overlap_compare hd h x).1, (overlap_compare hd h y).2,
    ← key (π * δ ^ 3 * (1 + x) ^ 3) (6 * v), ← key (6 * v) (π * δ ^ 3 * (1 + y) ^ 3)]
  constructor <;> rintro ⟨h1, h2⟩ <;> constructor <;> linarith

/-- fcc lattice (volume per atom `a³/4`, nearest-neighbour distance `a/√2`): the overlap lies
between 0.105 and 0.106. -/
theorem overlap_fcc {s a : ℝ} (ha : 0 < a) (h : sphereVolume s = a ^ 3 / 4) :
    overlap s (a / √2) ∈ Ioo (0.105 : ℝ) 0.106 := by
  have h2 : √2 * √2 = 2 := Real.mul_self_sqrt (by norm_num)
  have hr : 0 < √2 := by positivity
  have hd : a / √2 = √2 / 2 * a := by
    rw [div_eq_iff hr.ne']
    linear_combination (-a / 2) * h2
  have hδ : (√2 / 2) ^ 3 = √2 / 4 := by linear_combination (√2 / 8) * h2
  have rl : (1.4142 : ℝ) < √2 := (Real.lt_sqrt (by norm_num)).mpr (by norm_num)
  have ru : √2 < (1.4143 : ℝ) := (Real.sqrt_lt' (by norm_num)).mpr (by norm_num)
  -- numerical bounds on π √2
  have pl : (3.1415 : ℝ) * 1.4142 < π * √2 :=
    mul_lt_mul'' pi_gt_d4 rl (by norm_num) (by norm_num)
  have pu : π * √2 < (3.1416 : ℝ) * 1.4143 := mul_lt_mul'' pi_lt_d4 ru pi_pos.le hr.le
  rw [hd, overlap_mem_iff (v := 1 / 4) ha (by positivity) (by rw [h]; ring), hδ]
  constructor <;> nlinarith [pl, pu]

/-- bcc lattice (volume per atom `a³/2`, nearest-neighbour distance `√3 a/2`): the overlap lies
between 0.137 and 0.138. -/
theorem overlap_bcc {s a : ℝ} (ha : 0 < a) (h : sphereVolume s = a ^ 3 / 2) :
    overlap s (√3 * a / 2) ∈ Ioo (0.137 : ℝ) 0.138 := by
  have h3 : √3 * √3 = 3 := Real.mul_self_sqrt (by norm_num)
  have hr : 0 < √3 := by positivity
  have hd : √3 * a / 2 = √3 / 2 * a := by ring
  have hδ : (√3 / 2) ^ 3 = 3 * √3 / 8 := by linear_combination (√3 / 8) * h3
  have rl : (1.732 : ℝ) < √3 := (Real.lt_sqrt (by norm_num)).mpr (by norm_num)
  have ru : √3 < (1.7321 : ℝ) := (Real.sqrt_lt' (by norm_num)).mpr (by norm_num)
  -- numerical bounds on π √3
  have pl : (3.1415 : ℝ) * 1.732 < π * √3 :=
    mul_lt_mul'' pi_gt_d4 rl (by norm_num) (by norm_num)
  have pu : π * √3 < (3.1416 : ℝ) * 1.7321 := mul_lt_mul'' pi_lt_d4 ru pi_pos.le hr.le
  rw [hd, overlap_mem_iff (v := 1 / 2) ha (by positivity) (by rw [h]; ring), hδ]
  constructor <;> nlinarith [pl, pu]

/-- Simple cubic lattice (volume per atom `a³`, nearest-neighbour distance `a`): the overlap
lies between 0.240 and 0.241. -/
theorem overlap_sc {s a : ℝ} (ha : 0 < a) (h : sphereVolume s = a ^ 3) :
    overlap s a ∈ Ioo (0.240 : ℝ) 0.241 := by
  have hc := (overlap_mem_iff (δ := 1) (v := 1) ha one_pos (by rw [h]; ring)
    (0.240 : ℝ) 0.241).mpr (by constructor <;> nlinarith [pi_gt_d4, pi_lt_d4])
  rwa [one_mul] at hc

/-- Spheres of volume `af³/4`, `ab³/2`, `ac³` at distances `af/√2`, `√3 ab/2`, `ac` (the fcc,
bcc and simple cubic values) with independent positive lattice
constants have overlaps in (0.105, 0.106), (0.137, 0.138) and (0.240, 0.241), positive and
increasing in this order. -/
theorem cubic_overlaps {sf sb ss af ab ac : ℝ} (hf : 0 < af) (hb : 0 < ab) (hc : 0 < ac)
    (vf : sphereVolume sf = af ^ 3 / 4) (vb : sphereVolume sb = ab ^ 3 / 2)
    (vs : sphereVolume ss = ac ^ 3) :
    (overlap sf (af / √2) ∈ Ioo (0.105 : ℝ) 0.106 ∧
      overlap sb (√3 * ab / 2) ∈ Ioo (0.137 : ℝ) 0.138 ∧
      overlap ss ac ∈ Ioo (0.240 : ℝ) 0.241) ∧
    0 < overlap sf (af / √2) ∧
      overlap sf (af / √2) < overlap sb (√3 * ab / 2) ∧
      overlap sb (√3 * ab / 2) < overlap ss ac := by
  have h1 := overlap_fcc hf vf
  have h2 := overlap_bcc hb vb
  have h3 := overlap_sc hc vs
  refine ⟨⟨h1, h2, h3⟩, ?_, ?_, ?_⟩
  · exact lt_trans (by norm_num) h1.1
  · exact lt_trans h1.2 (lt_trans (by norm_num) h2.1)
  · exact lt_trans h2.2 (lt_trans (by norm_num) h3.1)

end

end AtomicSphereOverlap
```

```lean
#print axioms AtomicSphereOverlap.exists_atomic_sphere_radius
-- 'AtomicSphereOverlap.exists_atomic_sphere_radius' depends on axioms: [propext, Classical.choice, Quot.sound]
#print axioms AtomicSphereOverlap.cubic_overlaps
-- 'AtomicSphereOverlap.cubic_overlaps' depends on axioms: [propext, Classical.choice, Quot.sound]
```

## The statement and its proof

All quantities are real numbers. `sphereVolume s` is $4\pi s^3/3$ and `overlap s d` is $2s/d - 1$, which fixes the convention that the overlap is measured in units of the centre distance. Membership in `Ioo x y` means $x < \omega < y$ with both inequalities strict, and the decimal endpoints are exact numbers.

In `cubic_overlaps`, `af`, `ab`, `ac` are the fcc, bcc and sc lattice constants, positive by `hf`, `hb`, `hc` and otherwise unrelated. The radii `sf`, `sb`, `ss` are constrained by `vf`, `vb`, `vs`, which set the sphere volumes to `af ^ 3 / 4`, `ab ^ 3 / 2` and `ac ^ 3`. The distances are `af / √2`, `√3 * ab / 2` and `ac`. The conclusion is the three intervals together with the ordering. Positivity of the radii is not a hypothesis, because `exists_atomic_sphere_radius` shows that for $V > 0$ a positive solution exists and every real solution equals it.

That theorem takes the real power with exponent $1/3$ as the radius, checks its volume, cancels $4\pi/3$ to get $t^3 = s^3$ for any competing solution $t$, and concludes by injectivity of `mono`, the strict monotonicity of cubing obtained from `Odd.strictMono_pow`.

In `overlap_cube`, `hx` is $d(1+\omega) = 2s$ and the `calc` chain cubes it. In `overlap_compare`, `key` states $p < q \iff \pi d^3(1+p)^3 < \pi d^3(1+q)^3$ for all real $p$ and $q$. Rewriting $6V$ backwards as $\pi d^3(1+\omega)^3$ makes both claims instances of `key`. In `overlap_mem_iff`, a second `key` multiplies or cancels $a^3$, and `linarith` matches the rearranged products.

In `overlap_fcc` and `overlap_bcc`, `hd` puts the distance in the form $\delta a$, `hδ` evaluates $\delta^3$, `rl` and `ru` bound the square root, and `pl` and `pu` combine these with `pi_gt_d4` and `pi_lt_d4` into bounds on $\pi\sqrt2$ or $\pi\sqrt3$. Each remaining goal is linear in that product, and `nlinarith` closes it with the numbers of the derivation. `overlap_sc` uses $\delta = v = 1$ and the bounds on $\pi$ alone. `cubic_overlaps` chains the endpoints: $0 < 0.105$, $0.106 < 0.137$, $0.138 < 0.240$.

## Scope of the guarantee

The theorems guarantee the intervals in exact real arithmetic, for every positive lattice constant and for any radius that satisfies the volume equation exactly. `overlap_mem_iff` is an equivalence for any $\delta > 0$ and any $v$, so another structure with a single sphere size is tested by supplying its two numbers.

No lattice appears in the file. The values of $v$ and $\delta$ are entered as hypotheses and arguments, and it is assumed that they are the volume per atom and the shortest interatomic distance. One could instead start from primitive vectors, define $V$ as the absolute value of their determinant and $d$ as the least length of a nonzero lattice vector. The table entries for $v$ and $\delta$ would then be theorems, at the price of a minimisation over integer triples, and the intervals would be the same.

The convention matters when outputs are compared. An overlap measured in units of the radius, $(2s-d)/s = 2\omega/(1+\omega)$, is about $0.241$ for bcc, which is easily confused with the sc entry of the table. That figure, like the rounded values in the $a = 2$ instance, comes from ordinary decimal arithmetic and is not a Lean statement.

Spheres of unequal size, empty spheres, lattices with a basis, non-cubic distortions, overlap volumes and floating-point rounding are not treated. The result is geometric and says nothing about the error that a given overlap causes in bands or total energies, or about which overlap is tolerable.
